# The Γ-centred N × N k-grid of the square lattice has (m + 1)(m + 2)/2 stars, where m = ⌊N/2⌋

A k-vector is taken here to be a pair of residues modulo N, with N ≥ 1, and not a point of the plane. The pair (k₀, k₁) stands for the wavevector

k = (k₀ b₀ + k₁ b₁)/N,

where b₀ and b₁ are the primitive reciprocal vectors of the square lattice, perpendicular and of equal length. Raising a coordinate by N adds a reciprocal lattice vector, so wavevectors that differ by a reciprocal lattice vector are the same element of the model. In Lean the grid is the type `Fin 2 → ZMod N`. It always contains Γ = (0, 0); grids shifted by half a step are not covered.

A star is the set of all k-vectors that the eight operations of the square point group produce from one of them. In a two-dimensional crystal whose Hamiltonian has the full square point group, band energies are equal across a star, so a band calculation on this unshifted grid needs only one k-vector from each.

```lean
import Mathlib

open Matrix

namespace SquareLatticeStars
```

## Eight operations and their action on the grid

A point operation sends each axis to an axis, possibly reversed. There are two ways to assign the axes and four choices of sign, which gives eight matrices, listed explicitly.

```lean
/-- The eight signed permutation matrices: the point group of the square lattice. -/
def pointGroup : Finset (Matrix (Fin 2) (Fin 2) ℤ) :=
  {!![1, 0; 0, 1], !![1, 0; 0, -1], !![-1, 0; 0, 1], !![-1, 0; 0, -1],
   !![0, 1; 1, 0], !![0, 1; -1, 0], !![0, -1; 1, 0], !![0, -1; -1, 0]}
```

An operation M with integer entries acts on the coordinates by

(Mk)ᵢ = Mᵢ₀ k₀ + Mᵢ₁ k₁ (mod N).

Reciprocal coordinates transform in general with the inverse transpose of the direct-space matrix. For these orthogonal matrices the two coincide, so the same list serves for both. The function `act` reduces the entries modulo N and multiplies.

```lean
/-- A point operation acts on a k-vector of the periodic N × N grid by matrix
multiplication modulo N. -/
def act {N : ℕ} (M : Matrix (Fin 2) (Fin 2) ℤ) (k : Fin 2 → ZMod N) : Fin 2 → ZMod N :=
  (M.map (Int.cast : ℤ → ZMod N)) *ᵥ k
```

Two k-vectors k and q share a star if Mk = q for some M in the list.

```lean
/-- Two k-vectors lie in the same star if a point operation carries one to the other. -/
def SameStar {N : ℕ} (k q : Fin 2 → ZMod N) : Prop :=
  ∃ M ∈ pointGroup, act M k = q
```

## Folded coordinates and the wedge

Each residue x has a unique integer representative v(x) with −N/2 < v(x) ≤ N/2. Its folded value is the distance from zero on the periodic grid:

fold(x) = |v(x)|.

```lean
/-- The distance of a grid coordinate from zero on the periodic grid. -/
def fold {N : ℕ} (x : ZMod N) : ℕ := x.valMinAbs.natAbs
```

The irreducible wedge consists of the integer pairs (a, b) with 0 ≤ a ≤ b ≤ m. It is defined for any m, and m = ⌊N/2⌋ is inserted later.

```lean
/-- The irreducible wedge: the integer pairs (a, b) with 0 ≤ a ≤ b ≤ m. -/
def wedge (m : ℕ) : Finset (ℕ × ℕ) :=
  (Finset.range (m + 1) ×ˢ Finset.range (m + 1)).filter (fun p => p.1 ≤ p.2)
```

Reducing a and b modulo N turns such a pair into a k-vector.

```lean
/-- The k-vector of the N × N grid with integer coordinates (a, b). -/
def gridPoint (N : ℕ) (p : ℕ × ℕ) : Fin 2 → ZMod N := ![(p.1 : ZMod N), (p.2 : ZMod N)]
```

## The list is the whole point group

The eight matrices are distinct, which `decide` confirms by evaluation.

```lean
/-- The point group has eight elements. -/
theorem card_pointGroup : pointGroup.card = 8 := by decide
```

They are also all the integer matrices that preserve lengths and angles. Let M have rows (a, b) and (c, d). Then M Mᵀ = 1 means

a² + b² = 1, c² + d² = 1, ac + bd = 0.

The first two equations confine every entry to −1, 0 or 1 and make each row a signed unit vector. The third makes the rows perpendicular, leaving four choices for the first row and two for the second. Lean derives the bounds with `nlinarith`, runs through the remaining values with `interval_cases`, and settles each case by `decide`. The converse is a check of the eight matrices.

```lean
/-- The point group consists of exactly the integer 2 × 2 matrices that are orthogonal. -/
theorem mem_pointGroup_iff (M : Matrix (Fin 2) (Fin 2) ℤ) :
    M ∈ pointGroup ↔ M * Mᵀ = 1 := by
  constructor
  · intro hM
    simp only [pointGroup, Finset.mem_insert, Finset.mem_singleton] at hM
    rcases hM with rfl | rfl | rfl | rfl | rfl | rfl | rfl | rfl <;> decide
  · intro h
    obtain ⟨a, b, c, d, rfl⟩ : ∃ a b c d, M = !![a, b; c, d] :=
      ⟨_, _, _, _, Matrix.eta_fin_two M⟩
    -- the rows are integer unit vectors, so every entry is -1, 0 or 1
    have h0 : a * a + b * b = 1 := by
      simpa [Matrix.mul_apply, Fin.sum_univ_two] using congrFun (congrFun h 0) 0
    have h1 : c * c + d * d = 1 := by
      simpa [Matrix.mul_apply, Fin.sum_univ_two] using congrFun (congrFun h 1) 1
    have a1 : -1 ≤ a := by nlinarith [mul_self_nonneg b]
    have a2 : a ≤ 1 := by nlinarith [mul_self_nonneg b]
    have b1 : -1 ≤ b := by nlinarith [mul_self_nonneg a]
    have b2 : b ≤ 1 := by nlinarith [mul_self_nonneg a]
    have c1 : -1 ≤ c := by nlinarith [mul_self_nonneg d]
    have c2 : c ≤ 1 := by nlinarith [mul_self_nonneg d]
    have d1 : -1 ≤ d := by nlinarith [mul_self_nonneg c]
    have d2 : d ≤ 1 := by nlinarith [mul_self_nonneg c]
    clear h0 h1
    interval_cases a <;> interval_cases b <;> interval_cases c <;> interval_cases d <;>
      (revert h; decide)
```

## Stars are read off from folded coordinates

If fold(x) = fold(y), then v(x) = v(y) or v(x) = −v(y). Reducing modulo N gives x = y or x = −y, so

s x = y with s = 1 or s = −1.

The proof splits on the same two cases and casts the integer equation into `ZMod N`.

```lean
/-- Two grid coordinates at the same distance from zero differ at most by a sign. -/
theorem exists_sign_of_fold_eq {N : ℕ} {x y : ZMod N} (h : fold x = fold y) :
    ∃ s : ℤ, (s = 1 ∨ s = -1) ∧ (s : ZMod N) * x = y := by
  unfold fold at h
  rcases Int.natAbs_eq_natAbs_iff.1 h with h | h
  · have hc := congrArg (Int.cast : ℤ → ZMod N) h
    simp only [ZMod.coe_valMinAbs] at hc
    exact ⟨1, Or.inl rfl, by simp [hc]⟩
  · have hc := congrArg (Int.cast : ℤ → ZMod N) h
    simp only [Int.cast_neg, ZMod.coe_valMinAbs] at hc
    exact ⟨-1, Or.inr rfl, by simp [hc]⟩
```

Two k-vectors k and q therefore share a star exactly when their folded coordinates agree, directly or after exchange.

In one direction, every operation produces (±k₀, ±k₁) or (±k₁, ±k₀), and fold(−x) = fold(x). This includes the zone boundary x = N/2 for even N, where −x = x. Lean checks the eight operations by `simp`.

In the other direction, suppose first that the folded values agree in order. The previous step gives signs with s k₀ = q₀ and t k₁ = q₁, and the diagonal matrix with entries s, t carries k to q. If they agree after exchange, then s k₀ = q₁ and t k₁ = q₀, and the matrix with rows (0, t) and (s, 0) does so:

(t k₁, s k₀) = (q₀, q₁).

```lean
/-- Two k-vectors lie in the same star exactly when their coordinates have the same
distances from zero, up to exchange of the two axes. -/
theorem sameStar_iff {N : ℕ} (k q : Fin 2 → ZMod N) :
    SameStar k q ↔ (fold (k 0) = fold (q 0) ∧ fold (k 1) = fold (q 1)) ∨
      (fold (k 0) = fold (q 1) ∧ fold (k 1) = fold (q 0)) := by
  constructor
  · rintro ⟨M, hM, rfl⟩
    simp only [pointGroup, Finset.mem_insert, Finset.mem_singleton] at hM
    rcases hM with rfl | rfl | rfl | rfl | rfl | rfl | rfl | rfl <;>
      simp [act, fold, Matrix.mulVec, dotProduct, Fin.sum_univ_two,
        ZMod.natAbs_valMinAbs_neg]
  · -- the two signs, with or without an exchange, assemble the operation
    rintro (⟨h0, h1⟩ | ⟨h0, h1⟩)
    · obtain ⟨s, hs, e0⟩ := exists_sign_of_fold_eq h0
      obtain ⟨t, ht, e1⟩ := exists_sign_of_fold_eq h1
      refine ⟨!![s, 0; 0, t], ?_, funext (Fin.forall_fin_two.2 ⟨?_, ?_⟩)⟩
      · rcases hs with rfl | rfl <;> rcases ht with rfl | rfl <;> decide
      · simp [act, Matrix.mulVec, dotProduct, Fin.sum_univ_two, e0]
      · simp [act, Matrix.mulVec, dotProduct, Fin.sum_univ_two, e1]
    · obtain ⟨s, hs, e0⟩ := exists_sign_of_fold_eq h0
      obtain ⟨t, ht, e1⟩ := exists_sign_of_fold_eq h1
      refine ⟨!![0, t; s, 0], ?_, funext (Fin.forall_fin_two.2 ⟨?_, ?_⟩)⟩
      · rcases hs with rfl | rfl <;> rcases ht with rfl | rfl <;> decide
      · simp [act, Matrix.mulVec, dotProduct, Fin.sum_univ_two, e1]
      · simp [act, Matrix.mulVec, dotProduct, Fin.sum_univ_two, e0]
```

Sharing a star now means having the same unordered pair of folded values, which is an equivalence relation. After rewriting with `sameStar_iff`, symmetry and transitivity are statements about equal natural numbers, and `omega` proves them. The stars are the classes of `starSetoid N`.

```lean
/-- The equivalence relation on the k-grid whose classes are the stars. -/
def starSetoid (N : ℕ) : Setoid (Fin 2 → ZMod N) where
  r := SameStar
  iseqv :=
    { refl := fun k => (sameStar_iff k k).2 (Or.inl ⟨rfl, rfl⟩)
      symm := by
        intro k q h
        rw [sameStar_iff] at h ⊢
        omega
      trans := by
        intro k q r h h'
        rw [sameStar_iff] at h h' ⊢
        omega }
```

## Counting the wedge

Membership in the wedge reduces to two inequalities, since a ≤ b ≤ m already bounds a.

```lean
/-- A pair lies in the irreducible wedge exactly when a ≤ b ≤ m. -/
theorem mem_wedge (m : ℕ) (p : ℕ × ℕ) : p ∈ wedge m ↔ p.1 ≤ p.2 ∧ p.2 ≤ m := by
  simp only [wedge, Finset.mem_filter, Finset.mem_product, Finset.mem_range]
  omega
```

Let W(m) be the number of pairs in the wedge. For m = 0 there is one pair, so 2W(0) = 2 = 1 · 2. Passing from m to m + 1 adds the column b = m + 1 with a = 0, …, m + 1, which has m + 2 points. Hence

2W(m + 1) = (m + 1)(m + 2) + 2(m + 2) = (m + 2)(m + 3).

In the induction, `hu` splits off the new column and `hd` shows that it is disjoint from the old wedge.

```lean
/-- Twice the number of points in the irreducible wedge is (m + 1)(m + 2). -/
theorem two_mul_card_wedge (m : ℕ) : 2 * (wedge m).card = (m + 1) * (m + 2) := by
  induction m with
  | zero => decide
  | succ m ih =>
    -- enlarging the wedge adds the column b = m + 1
    have hu : wedge (m + 1) = wedge m ∪ Finset.range (m + 2) ×ˢ {m + 1} := by
      ext p
      simp only [mem_wedge, Finset.mem_union, Finset.mem_product, Finset.mem_range,
        Finset.mem_singleton]
      omega
    have hd : Disjoint (wedge m) (Finset.range (m + 2) ×ˢ {m + 1}) := by
      rw [Finset.disjoint_left]
      intro p hp hq
      simp only [mem_wedge, Finset.mem_product, Finset.mem_singleton] at hp hq
      omega
    rw [hu, Finset.card_union_of_disjoint hd, Finset.card_product, Finset.card_range,
      Finset.card_singleton, mul_add, ih]
    ring
```

## One wedge point in each star

From here on m = ⌊N/2⌋, written `N / 2` in Lean, and `[NeZero N]` expresses N ≥ 1. Every folded value is at most m, and every integer a with 0 ≤ a ≤ m satisfies fold(a) = a. A wedge point (a, b) therefore lies in the star of k exactly when a and b are the folded coordinates of k in some order. Since a ≤ b, the only solution is

a = min(fold(k₀), fold(k₁)), b = max(fold(k₀), fold(k₁)).

In the proof, `key` is the criterion for wedge points and `hmem` places the sorted pair in the wedge; `omega` then gives uniqueness.

```lean
/-- Every k-vector of the N × N grid lies in the star of exactly one grid point (a, b)
with 0 ≤ a ≤ b ≤ ⌊N/2⌋. -/
theorem existsUnique_representative {N : ℕ} [NeZero N] (k : Fin 2 → ZMod N) :
    ∃! p : ℕ × ℕ, p ∈ wedge (N / 2) ∧ SameStar (gridPoint N p) k := by
  have hfold : ∀ a : ℕ, a ≤ N / 2 → fold (a : ZMod N) = a := by
    intro a ha
    simp [fold, ZMod.valMinAbs_natCast_of_le_half ha]
  have hk0 : fold (k 0) ≤ N / 2 := ZMod.natAbs_valMinAbs_le (k 0)
  have hk1 : fold (k 1) ≤ N / 2 := ZMod.natAbs_valMinAbs_le (k 1)
  -- a wedge point represents k exactly when it lists the folded coordinates of k
  have key : ∀ p ∈ wedge (N / 2), (SameStar (gridPoint N p) k ↔
      (p.1 = fold (k 0) ∧ p.2 = fold (k 1)) ∨ (p.1 = fold (k 1) ∧ p.2 = fold (k 0))) := by
    intro p hp
    rw [mem_wedge] at hp
    have e0 : fold (gridPoint N p 0) = p.1 := hfold p.1 (hp.1.trans hp.2)
    have e1 : fold (gridPoint N p 1) = p.2 := hfold p.2 hp.2
    rw [sameStar_iff, e0, e1]
  have hmem : (min (fold (k 0)) (fold (k 1)), max (fold (k 0)) (fold (k 1))) ∈
      wedge (N / 2) := by
    rw [mem_wedge]
    dsimp only
    omega
  refine ⟨_, ⟨hmem, (key _ hmem).2 ?_⟩, ?_⟩
  · dsimp only
    omega
  · rintro ⟨a, b⟩ ⟨hp, hs⟩
    have h := (key _ hp).1 hs
    rw [mem_wedge] at hp
    dsimp only at h hp
    refine Prod.ext ?_ ?_ <;> dsimp only <;> omega
```

Sending each wedge point to its star is thus a bijection. It is surjective because every k has a representative, and injective because two wedge points in one star would both represent the same k-vector. The number of stars is W(m) = (m + 1)(m + 2)/2, where the division is exact because 2W(m) is the product.

For N = 1 the only star is Γ. For N = 2 there are three, represented by (0, 0), (0, 1) and (1, 1), the points Γ, X and M of the square zone. The theorem counts stars but does not give their sizes, which a Brillouin-zone average needs as weights.

```lean
/-- The number of stars of the N × N k-grid under the point group of the square lattice
is (m + 1)(m + 2)/2 with m = ⌊N/2⌋. -/
theorem card_stars (N : ℕ) [NeZero N] :
    Nat.card (Quotient (starSetoid N)) = (N / 2 + 1) * (N / 2 + 2) / 2 := by
  let f : wedge (N / 2) → Quotient (starSetoid N) :=
    fun p => Quotient.mk (starSetoid N) (gridPoint N p.1)
  have hf : Function.Bijective f := by
    constructor
    · intro p q h
      have h' : SameStar (gridPoint N p.1) (gridPoint N q.1) := Quotient.exact h
      exact Subtype.ext ((existsUnique_representative (gridPoint N q.1)).unique
        ⟨p.2, h'⟩ ⟨q.2, (starSetoid N).refl _⟩)
    · rintro ⟨k⟩
      obtain ⟨p, ⟨hp, hs⟩, _⟩ := existsUnique_representative k
      exact ⟨⟨p, hp⟩, Quotient.sound hs⟩
  rw [← Nat.card_eq_of_bijective f hf, Nat.card_eq_fintype_card, Fintype.card_coe,
    ← two_mul_card_wedge (N / 2), Nat.mul_div_cancel_left _ two_pos]

end SquareLatticeStars
```

```lean
#print axioms SquareLatticeStars.card_pointGroup
#print axioms SquareLatticeStars.mem_pointGroup_iff
#print axioms SquareLatticeStars.card_stars
```

```
'SquareLatticeStars.card_pointGroup' depends on axioms: [propext, Classical.choice, Quot.sound]
'SquareLatticeStars.mem_pointGroup_iff' depends on axioms: [propext, Classical.choice, Quot.sound]
'SquareLatticeStars.card_stars' depends on axioms: [propext, Classical.choice, Quot.sound]
```
